# Integrable density of two radial functions with a positive power, a decaying exponential and linear factors

Two real radial functions are each the product of a common envelope $r^\gamma e^{-ar/(2W)}$ and a polynomial of degree at most one, $c+dr$ for the first and $c'+d'r$ for the second. The theorem states that for $\gamma>0$ and $a/W>0$ the sum of their squares is integrable over $r>0$ with respect to $dr$. The functions are not normalised, so the integral is finite but need not be one, and they are not required to solve any wave equation. The proof expands the density into multiples of $r^s e^{-(a/W)r}$ with $s=2\gamma,\,2\gamma+1,\,2\gamma+2$, takes the integrability of each from a Mathlib lemma, and then checks that the expansion equals the density at every $r>0$.

An attempt in Lean 4 with a fault in it:

```lean
import Mathlib

open MeasureTheory Set

namespace IntegrableDensity

noncomputable section

/-- The common factor `r^γ exp(-ar/(2W))`, for `r > 0` and `W ≠ 0`. -/
def envelope (γ a W r : ℝ) : ℝ := r ^ γ * Real.exp (-(a * r / (2 * W)))

/-- For `γ > 0` and `a/W > 0`, two radial functions of the form envelope times linear polynomial
have an integrable density on `r > 0`. -/
theorem integrable_density {γ a W : ℝ} (hγ : 0 < γ) (hb : 0 < a / W) (c d c' d' : ℝ) :
    IntegrableOn (fun r => (envelope γ a W r * (c + d * r)) ^ 2
      + (envelope γ a W r * (c' + d' * r)) ^ 2) (Ioi 0) := by
  have key : ∀ s : ℝ, -1 < s →
      IntegrableOn (fun r : ℝ => r ^ s * Real.exp (-(a / W) * r)) (Ioi 0) := by
    intro s hs
    simpa only [Real.rpow_one] using integrableOn_rpow_mul_exp_neg_mul_rpow hs le_rfl hb
  have hsum : IntegrableOn (fun r : ℝ =>
      (c ^ 2 + c' ^ 2) * (r ^ (2 * γ) * Real.exp (-(a / W) * r))
      + (2 * c * d + 2 * c' * d') * (r ^ (2 * γ + 1) * Real.exp (-(a / W) * r))
      + (d ^ 2 + d' ^ 2) * (r ^ (2 * γ + 1 + 1) * Real.exp (-(a / W) * r))) (Ioi 0) :=
    Integrable.add (Integrable.add (Integrable.const_mul (key _ (by linarith)) _)
      (Integrable.const_mul (key _ (by linarith)) _))
      (Integrable.const_mul (key _ (by linarith)) _)
  refine IntegrableOn.congr_fun hsum (fun r hr => ?_) measurableSet_Ioi
  have hr' : 0 < r := hr
  have h1 : r ^ (2 * γ) = r ^ γ * r ^ γ := by rw [two_mul, Real.rpow_add hr']
  have h2 : Real.exp (-(a / W) * r)
      = Real.exp (-(a * r / (2 * W))) * Real.exp (-(a * r / (2 * W))) := by
    rw [← Real.exp_add]
    congr 1
    ring
  simp only [envelope]
  rw [Real.rpow_add_one hr'.ne', Real.rpow_add_one hr'.ne', h1, h2]
  ring

end

end IntegrableDensity
```

Lean reports:

```
Main.lean:20:79: error: Application type mismatch: The argument
  le_rfl
has type
  ?m.146 ≤ ?m.146
but is expected to have type
  0 < ?m.141
in the application
  integrableOn_rpow_mul_exp_neg_mul_rpow hs le_rfl
Try this:
  [apply] ring_nf
  
  The `ring` tactic failed to close the goal. Use `ring_nf` to obtain a normal form.
    
  Note that `ring` works primarily in *commutative* rings. If you have a noncommutative ring, abelian group or module, consider using `noncomm_ring`, `abel` or `module` instead.
Main.lean:16:59: error: unsolved goals
γ a W : ℝ
hγ : 0 < γ
hb : 0 < a / W
c d c' d' : ℝ
key : ∀ (s : ℝ), -1 < s → IntegrableOn (fun r => r ^ s * Real.exp (-(a / W) * r)) (Ioi 0) volume
hsum :
  IntegrableOn
    (fun r =>
      (c ^ 2 + c' ^ 2) * (r ^ (2 * γ) * Real.exp (-(a / W) * r)) +
          (2 * c * d + 2 * c' * d') * (r ^ (2 * γ + 1) * Real.exp (-(a / W) * r)) +
        (d ^ 2 + d' ^ 2) * (r ^ (2 * γ + 1 + 1) * Real.exp (-(a / W) * r)))
    (Ioi 0) volume
r : ℝ
hr : r ∈ Ioi 0
hr' : 0 < r
h1 : r ^ (2 * γ) = r ^ γ * r ^ γ
h2 : Real.exp (-(a / W) * r) = Real.exp (-(a * r / (2 * W))) * Real.exp (-(a * r / (2 * W)))
⊢ c * (r ^ γ) ^ 2 * r * Real.exp (a * r * W⁻¹ * (-1 / 2)) ^ 2 * d * 2 +
              c ^ 2 * (r ^ γ) ^ 2 * Real.exp (a * r * W⁻¹ * (-1 / 2)) ^ 2 +
            c' * (r ^ γ) ^ 2 * r * Real.exp (a * r * W⁻¹ * (-1 / 2)) ^ 2 * d' * 2 +
          c' ^ 2 * (r ^ γ) ^ 2 * Real.exp (a * r * W⁻¹ * (-1 / 2)) ^ 2 +
        r * Real.exp (a * r * W⁻¹ * (-1 / 2)) ^ 2 * d ^ 2 * r ^ (1 + γ * 2) +
      r * Real.exp (a * r * W⁻¹ * (-1 / 2)) ^ 2 * d' ^ 2 * r ^ (1 + γ * 2) =
    c * (r ^ γ) ^ 2 * r * Real.exp (a * r * W⁻¹ * (-1 / 2)) ^ 2 * d * 2 +
              c ^ 2 * (r ^ γ) ^ 2 * Real.exp (a * r * W⁻¹ * (-1 / 2)) ^ 2 +
            c' * (r ^ γ) ^ 2 * r * Real.exp (a * r * W⁻¹ * (-1 / 2)) ^ 2 * d' * 2 +
          c' ^ 2 * (r ^ γ) ^ 2 * Real.exp (a * r * W⁻¹ * (-1 / 2)) ^ 2 +
        (r ^ γ) ^ 2 * r ^ 2 * Real.exp (a * r * W⁻¹ * (-1 / 2)) ^ 2 * d ^ 2 +
      (r ^ γ) ^ 2 * r ^ 2 * Real.exp (a * r * W⁻¹ * (-1 / 2)) ^ 2 * d' ^ 2
```

What went wrong. The first error is a wrong argument: `integrableOn_rpow_mul_exp_neg_mul_rpow` expects a proof of a strict inequality `0 < p` for the power `p` of `r` in the exponential, and `le_rfl` proves only a `≤`. The repair passes a proof of `0 < 1`, which also fixes `p` as 1, so that `Real.rpow_one` can simplify `r ^ 1` to `r`.

The second error comes from the order of the rewrites. With its exponent left open, the first `Real.rpow_add_one` took `r ^ (2 * γ + 1)`. The second then turned `r ^ (2 * γ + 1 + 1)` into `r ^ (2 * γ + 1) * r`, which brought back a power that nothing later expanded. It stands in the remaining goal as `r ^ (1 + γ * 2)`, where the other side has `(r ^ γ) ^ 2 * r`. The two are equal for `r > 0`, but `ring` does not split a real power with a symbolic exponent like this one, hence also the message suggesting `ring_nf`. The repair names the exponents and lowers the highest power first, so the second rewrite expands every `r ^ (2 * γ + 1)`, and `ring` closes the goal.

The mended proof, as a diff:

```diff
@@ -18,5 +18,6 @@
       IntegrableOn (fun r : ℝ => r ^ s * Real.exp (-(a / W) * r)) (Ioi 0) := by
     intro s hs
-    simpa only [Real.rpow_one] using integrableOn_rpow_mul_exp_neg_mul_rpow hs le_rfl hb
+    simpa only [Real.rpow_one] using
+      integrableOn_rpow_mul_exp_neg_mul_rpow hs (show (0 : ℝ) < 1 from one_pos) hb
   have hsum : IntegrableOn (fun r : ℝ =>
       (c ^ 2 + c' ^ 2) * (r ^ (2 * γ) * Real.exp (-(a / W) * r))
@@ -35,5 +36,5 @@
     ring
   simp only [envelope]
-  rw [Real.rpow_add_one hr'.ne', Real.rpow_add_one hr'.ne', h1, h2]
+  rw [Real.rpow_add_one hr'.ne' (2 * γ + 1), Real.rpow_add_one hr'.ne' (2 * γ), h1, h2]
   ring
 
```
